# Field zeros of finitely many positive point charges lie in the convex hull of the charges

A numerical search for the zeros of the electric field of fixed positive point charges needs a region in which to place its starting points. The convex hull of the charge positions is large enough, since it contains every zero. The same fact exposes a false root: far from the charges the field is small, and a loose tolerance may accept a point there. For the bare, clamped nuclei of a molecule, with the electrons left out, the hull of the nuclei thus contains every critical point of the nuclear potential.

## Charges, positions and the field

Let finitely many charges $q_i$ sit at points $r_i$ of a real inner-product space $V$. The label $i$ runs over a type `ι`, and ordinary space is the case $V=\mathbb R^3$.

```lean
import Mathlib

open Finset

namespace CoulombEquilibria

noncomputable section

variable {ι V : Type*} [NormedAddCommGroup V] [InnerProductSpace ℝ V]
```

At a point $x$ different from $r_i$, the charge $q_i$ contributes the field $q_i(x-r_i)/\|x-r_i\|^3$. Its scalar factor is the weight

$$g_i(x)=\frac{q_i}{\|x-r_i\|^3}.$$

```lean
/-- The weight `q i / ‖x - r i‖ ^ 3` with which charge `i` enters the field at `x`,
for `x` different from `r i`. -/
def weight (q : ι → ℝ) (r : ι → V) (x : V) (i : ι) : ℝ :=
  q i / ‖x - r i‖ ^ 3
```

The total field, in Gaussian units, is

$$E(x)=\sum_i g_i(x)\,(x-r_i).$$

```lean
variable [Fintype ι]

/-- The Coulomb field at `x` of charges `q i` at the points `r i`, in Gaussian units,
for `x` different from all `r i`. -/
def coulombField (q : ι → ℝ) (r : ι → V) (x : V) : V :=
  ∑ i, weight q r x i • (x - r i)
```

The SI prefactor would not move the zeros. The inverse-square law is kept whatever the dimension of $V$, so a planar $V$ describes ordinary Coulomb charges confined to a plane, not line charges with a logarithmic potential. The index type is finite, which excludes periodic lattices. Two charges may share a position.

An equilibrium is a point away from all the charges at which a test charge feels no force: $x\ne r_i$ for every $i$, and $E(x)=0$.

```lean
/-- An equilibrium point: a point away from all the charges where the field vanishes. -/
def IsEquilibrium (q : ι → ℝ) (r : ι → V) (x : V) : Prop :=
  (∀ i, x ≠ r i) ∧ coulombField q r x = 0
```

The first condition matters because Lean gives the quotient $q_i/0$ a value, and at $x=r_i$ this value is multiplied by the zero vector $x-r_i$. Without the condition a lone charge would therefore count as an equilibrium at its own position. The definition says nothing about stability.

## Positive charges have positive weights

If $q_i>0$ and $x\ne r_i$, then $\|x-r_i\|^3>0$, and therefore $g_i(x)>0$.

```lean
omit [InnerProductSpace ℝ V] [Fintype ι] in
/-- A positive charge has a positive weight at every point other than its own position. -/
theorem weight_pos {q : ι → ℝ} {r : ι → V} {x : V} {i : ι}
    (hq : 0 < q i) (hx : x ≠ r i) : 0 < weight q r x i :=
  div_pos hq (pow_pos (norm_pos_iff.mpr (sub_ne_zero.mpr hx)) 3)
```

The proof term follows the same chain: a nonzero difference, a positive norm, a positive cube, a positive quotient.

## An equilibrium is a centre of mass

Expanding the differences separates the point $x$ from the positions. With the total weight $G(x)=\sum_i g_i(x)$,

$$E(x)=\sum_i g_i(x)\,x-\sum_i g_i(x)\,r_i=G(x)\,x-\sum_i g_i(x)\,r_i .$$

```lean
/-- The field is the total weight times the position `x`, minus the weighted sum of the
positions of the charges. -/
theorem coulombField_eq (q : ι → ℝ) (r : ι → V) (x : V) :
    coulombField q r x = (∑ i, weight q r x i) • x - ∑ i, weight q r x i • r i := by
  simp only [coulombField, smul_sub, Finset.sum_sub_distrib, Finset.sum_smul]
```

Suppose now that there is at least one charge, that all charges are positive, and that $x$ is none of their positions. Then $G(x)>0$, and we may divide by it:

$$E(x)=0\iff G(x)\,x=\sum_i g_i(x)\,r_i\iff x=\frac{1}{G(x)}\sum_i g_i(x)\,r_i .$$

The right-hand side is the centre of mass of the positions, taken with the weights $g_i(x)$. Since these depend on $x$, this is a condition on $x$ and not a formula for it.

```lean
/-- Away from a nonempty finite set of positive charges, the field vanishes at `x` exactly when `x`
is the centre of mass of the charges taken with their weights at `x`. -/
theorem coulombField_eq_zero_iff [Nonempty ι] {q : ι → ℝ} {r : ι → V} {x : V}
    (hq : ∀ i, 0 < q i) (hx : ∀ i, x ≠ r i) :
    coulombField q r x = 0 ↔ univ.centerMass (weight q r x) r = x := by
  have hW : 0 < ∑ i, weight q r x i :=
    Finset.sum_pos (fun i _ => weight_pos (hq i) (hx i)) univ_nonempty
  rw [coulombField_eq, sub_eq_zero, Finset.centerMass, inv_smul_eq_iff₀ hW.ne']
  exact eq_comm
```

`[Nonempty ι]` supplies the one charge that makes the total weight positive; this is `hW` in the proof. The rewrite with `inv_smul_eq_iff₀` is the division by $G(x)$.

## A closer look at `Finset.centerMass`

The proof turns on this Mathlib definition. For weights $g_i$ and points $r_i$ it is the inverse of the total weight times the weighted sum,

$$\Bigl(\sum_i g_i\Bigr)^{-1}\sum_i g_i\,r_i ,$$

so the normalisation is part of the definition and the weights need not add up to one. The field produces just such unnormalised weights.

The companion lemma `Convex.centerMass_mem` says that a convex set contains the centre of mass of points in it, provided that the weights are nonnegative and their total is positive. Both conditions follow from `weight_pos` when there is at least one charge. The coefficients $g_i/G$ therefore never have to be written out in the proof of containment.

## Equilibria lie in the hull, but not at its extreme points

Let $x$ be an equilibrium of a nonempty finite set of positive charges. By the previous step,

$$x=\sum_i\frac{g_i(x)}{G(x)}\,r_i,\qquad \frac{g_i(x)}{G(x)}>0,\qquad \sum_i\frac{g_i(x)}{G(x)}=1,$$

so $x$ is a convex combination of the positions and lies in their hull.

An extreme point of a convex set is a point of the set that is not strictly between two different points of it. Every extreme point $p$ of the hull is a charge position. To see this, write $p=\sum_i\lambda_i r_i$ with nonnegative $\lambda_i$ that add up to one, and pick $j$ with $\lambda_j>0$. If $\lambda_j=1$, then $p=r_j$. Otherwise $p=\lambda_j r_j+(1-\lambda_j)y$ for some $y$ in the hull, and extremality forces $r_j=p$. An equilibrium is not a charge position, so it is not an extreme point.

```lean
/-- Every equilibrium point of a nonempty finite set of positive charges lies in the convex hull
of their positions, and is not an extreme point of that hull. -/
theorem equilibrium_mem_convexHull [Nonempty ι] {q : ι → ℝ} {r : ι → V} {x : V}
    (hq : ∀ i, 0 < q i) (hx : IsEquilibrium q r x) :
    x ∈ convexHull ℝ (Set.range r) ∧
      x ∉ Set.extremePoints ℝ (convexHull ℝ (Set.range r)) := by
  have hw : ∀ i, 0 < weight q r x i := fun i => weight_pos (hq i) (hx.1 i)
  constructor
  · -- the centre of mass lies in the hull, and it is `x`
    have hm : univ.centerMass (weight q r x) r ∈ convexHull ℝ (Set.range r) :=
      (convex_convexHull ℝ (Set.range r)).centerMass_mem (fun i _ => (hw i).le)
        (Finset.sum_pos (fun i _ => hw i) univ_nonempty)
        (fun i _ => subset_convexHull ℝ _ ⟨i, rfl⟩)
    rw [(coulombField_eq_zero_iff hq hx.1).mp hx.2] at hm
    exact hm
  · -- extreme points of the hull are occupied by charges
    intro he
    obtain ⟨i, hi⟩ := extremePoints_convexHull_subset he
    exact hx.1 i hi.symm
```

`Set.range r` is the set of charge positions. The first bullet applies `centerMass_mem` and then replaces the centre of mass by $x$. In the second, `extremePoints_convexHull_subset` supplies the argument about $p$, and `hx.1` gives the contradiction.

For a single charge the hull is one point, which is extreme, so there is no equilibrium at all. The theorem does not claim that equilibria exist for larger sets.

## Beyond a plane that bounds the charges, the field points outward

Take at least one charge, with all charges positive. Suppose that all positions satisfy $\langle n,r_i\rangle\le c$ and that $\langle n,x\rangle>c$. Then $x$ differs from every $r_i$, and

$$\langle n,E(x)\rangle=\sum_i g_i(x)\bigl(\langle n,x\rangle-\langle n,r_i\rangle\bigr)>0,$$

because every term is a product of two positive factors.

```lean
/-- If a nonempty finite set of positive charges lies in the half-space `⟨n, r⟩ ≤ c`, then at every
point beyond it the field has a positive component along `n`. -/
theorem field_points_outward [Nonempty ι] {q : ι → ℝ} {r : ι → V} {x n : V} {c : ℝ}
    (hq : ∀ i, 0 < q i) (hr : ∀ i, inner ℝ n (r i) ≤ c) (hx : c < inner ℝ n x) :
    0 < inner ℝ n (coulombField q r x) := by
  rw [coulombField, inner_sum]
  refine Finset.sum_pos (fun i _ => ?_) univ_nonempty
  have hi := hr i
  have hne : x ≠ r i := by
    intro h
    rw [← h] at hi
    linarith
  -- each charge pushes outward
  rw [inner_smul_right, inner_sub_right]
  exact mul_pos (weight_pos (hq i) hne) (by linarith)
```

The vector $n$ need not have unit length. The component of the field along the unit normal is $\langle n,E(x)\rangle/\|n\|$, which has the same sign. In the proof, `inner_sum` takes the inner product term by term, and `Finset.sum_pos` reduces the claim to a single charge.

## Which points can be made equilibria

Now fix the positions of at least one charge and let the positive charges vary. If $x$ is an equilibrium for some choice, then $w_i=g_i(x)/G(x)$ are positive coefficients with $\sum_i w_i=1$ and $\sum_i w_i r_i=x$.

Conversely, let $x$ be away from all positions and let such $w_i$ be given. Choose

$$q_i=w_i\,\|x-r_i\|^3 .$$

These charges are positive, and their weights at $x$ are $g_i(x)=w_i$. Hence

$$E(x)=\Bigl(\sum_i w_i\Bigr)x-\sum_i w_i r_i=x-x=0 .$$

```lean
/-- For given positions of a nonempty finite set of charges, a point is an equilibrium for some
choice of positive charges exactly when it is away from all the positions and is a convex
combination of them with every coefficient positive. -/
theorem exists_charges_iff [Nonempty ι] (r : ι → V) (x : V) :
    (∃ q : ι → ℝ, (∀ i, 0 < q i) ∧ IsEquilibrium q r x) ↔
      (∀ i, x ≠ r i) ∧
        ∃ w : ι → ℝ, (∀ i, 0 < w i) ∧ ∑ i, w i = 1 ∧ ∑ i, w i • r i = x := by
  constructor
  · rintro ⟨q, hq, hx⟩
    have hw : ∀ i, 0 < weight q r x i := fun i => weight_pos (hq i) (hx.1 i)
    have hW : 0 < ∑ i, weight q r x i := Finset.sum_pos (fun i _ => hw i) univ_nonempty
    -- normalise the weights
    refine ⟨hx.1, fun i => weight q r x i / ∑ j, weight q r x j,
      fun i => div_pos (hw i) hW, ?_, ?_⟩
    · rw [← Finset.sum_div, div_self hW.ne']
    · have h := (coulombField_eq_zero_iff hq hx.1).mp hx.2
      rw [Finset.centerMass, Finset.smul_sum] at h
      refine Eq.trans (Finset.sum_congr rfl fun i _ => ?_) h
      show (weight q r x i / ∑ j, weight q r x j) • r i = _
      rw [smul_smul, div_eq_inv_mul]
  · rintro ⟨hne, w, hw, hs, hx⟩
    have hd : ∀ i, 0 < ‖x - r i‖ ^ 3 := fun i =>
      pow_pos (norm_pos_iff.mpr (sub_ne_zero.mpr (hne i))) 3
    -- charges that compensate the distance factor
    have hweight : ∀ i, weight (fun j => w j * ‖x - r j‖ ^ 3) r x i = w i := fun i =>
      mul_div_cancel_right₀ _ (hd i).ne'
    refine ⟨fun j => w j * ‖x - r j‖ ^ 3, fun i => mul_pos (hw i) (hd i), hne, ?_⟩
    rw [coulombField_eq]
    simp only [hweight, hs, hx, one_smul, sub_self]
```

Here the coefficients are part of the statement, so the first direction does write out the normalised weights and matches them to `Finset.centerMass` term by term. In the second direction, `hweight` records that the chosen charges cancel the distance factor, and `coulombField_eq` finishes the computation.

## One negative charge can put an equilibrium outside the hull

Place a charge $4$ at $0$ and a charge $-1$ at $1$ on the real line. At $x=2$,

$$E(2)=\frac{4\cdot 2}{2^3}-\frac{1\cdot 1}{1^3}=1-1=0 .$$

The hull of the positions is the interval $[0,1]$, which does not contain $2$. Containment can therefore fail when charges of both signs are present.

```lean
/-- Charges `4` at `0` and `-1` at `1` on the line have an equilibrium point at `2`, which is
outside the convex hull of their positions. -/
theorem opposite_charges_equilibrium_outside :
    IsEquilibrium (![4, -1] : Fin 2 → ℝ) (![0, 1] : Fin 2 → ℝ) (2 : ℝ) ∧
      (2 : ℝ) ∉ convexHull ℝ (Set.range (![0, 1] : Fin 2 → ℝ)) := by
  refine ⟨⟨?_, ?_⟩, ?_⟩
  · intro i
    fin_cases i <;> norm_num
  · norm_num [coulombField, weight, Fin.sum_univ_two]
  · intro h
    have hs : convexHull ℝ (Set.range (![0, 1] : Fin 2 → ℝ)) ⊆ Set.Icc (0 : ℝ) 1 := by
      refine convexHull_min ?_ (convex_Icc 0 1)
      rintro _ ⟨i, rfl⟩
      fin_cases i <;> simp
    have h2 := (hs h).2
    norm_num at h2

end

end CoulombEquilibria
```

The notation `![4, -1]` lists the charges and `![0, 1]` their positions. The field is evaluated by `norm_num`. For the hull, `convexHull_min` shows that it lies inside $[0,1]$, which is all that is needed to exclude $2$.

```lean
#print axioms CoulombEquilibria.equilibrium_mem_convexHull
#print axioms CoulombEquilibria.field_points_outward
#print axioms CoulombEquilibria.exists_charges_iff
#print axioms CoulombEquilibria.opposite_charges_equilibrium_outside
```

```
'CoulombEquilibria.equilibrium_mem_convexHull' depends on axioms: [propext, Classical.choice, Quot.sound]
'CoulombEquilibria.field_points_outward' depends on axioms: [propext, Classical.choice, Quot.sound]
'CoulombEquilibria.exists_charges_iff' depends on axioms: [propext, Classical.choice, Quot.sound]
'CoulombEquilibria.opposite_charges_equilibrium_outside' depends on axioms: [propext, Classical.choice, Quot.sound]
```
